# Kramers partners at every momentum: Bloch bands with inversion symmetry and time reversal squaring to −1

Take a single band at zero momentum. A state there is one complex number $z$, and time reversal, which sends $k$ to $-k$, maps these states to one another. Every conjugate-linear map on $\mathbb C$ has the form $z\mapsto c\bar z$ for some complex $c$. Applied twice, it gives $c\,\overline{c\bar z}=|c|^2z$, and $|c|^2$ is never $-1$. A time reversal that squares to $-1$, as it does for one electron with spin one half, therefore has no room in one band.

Two components are enough: $(a,b)\mapsto(-\bar b,\bar a)$ squares to $-1$. If inversion acts as the identity on this spin doublet, and both components have the same real energy $\varepsilon(k)=\varepsilon(-k)$, both symmetries are respected.

## Bloch Hamiltonians and their two symmetries

Let $V$ be a complex inner product space of Bloch amplitudes, with $\langle x,y\rangle$ conjugate-linear in $x$ and linear in $y$. Let $K$ be the set of momenta, and for each $k\in K$ let $H(k)$ be a linear operator on $V$. Time reversal $T$ is conjugate-linear and inversion $P$ is linear.

```lean
import Mathlib

open scoped ComplexConjugate

noncomputable section

namespace KramersBloch

variable {K V : Type*} [InvolutiveNeg K] [NormedAddCommGroup V] [InnerProductSpace ℂ V]
```

In Lean, `InvolutiveNeg K` asks of the momenta only that $-(-k)=k$, so the real line and a periodic Brillouin zone both qualify. The type `V →ₛₗ[starRingEnd ℂ] V` is that of conjugate-linear maps.

```lean
/-- A Bloch family `H k` with time reversal `T` (antiunitary, squaring to `-1`) and inversion `P`
(unitary, squaring to `1`), which commute and each carry `H k` to `H (-k)`. -/
structure IsPTSymmetric (T : V →ₛₗ[starRingEnd ℂ] V) (P : V →ₗ[ℂ] V)
    (H : K → V →ₗ[ℂ] V) : Prop where
  T_antiunitary : ∀ x y, inner ℂ (T x) (T y) = inner ℂ y x
  T_sq : ∀ x, T (T x) = -x
  P_unitary : ∀ x y, inner ℂ (P x) (P y) = inner ℂ x y
  P_sq : ∀ x, P (P x) = x
  comm : ∀ x, P (T x) = T (P x)
  T_bloch : ∀ k x, T (H k x) = H (-k) (T x)
  P_bloch : ∀ k x, P (H k x) = H (-k) (P x)
```

The fields say that $T$ is antiunitary with $T^2=-1$, that $P$ is unitary with $P^2=1$, that the two commute, and that $TH(k)=H(-k)T$ and $PH(k)=H(-k)P$. Hermiticity of $H(k)$ is not required.

The description is a single-particle one. It uses one space $V$ and the same $T$ and $P$ at all momenta, as in a tight-binding basis where inversion carries no $k$-dependent phases. Each $H(k)$ is defined on all of $V$, which leaves out unbounded continuum Hamiltonians with a restricted domain.

Write $\Theta=PT$ for time reversal followed by inversion; in the code it is `partner T P`.

```lean
/-- The combined operation `PT`: time reversal followed by inversion. -/
def partner (T : V →ₛₗ[starRingEnd ℂ] V) (P : V →ₗ[ℂ] V) : V →ₛₗ[starRingEnd ℂ] V :=
  P.comp T
```

## (a) Applying Θ twice

**Task.** Show that for every $x\in V$
$$\Theta^2x=-x.$$

**Solution.** Since $TP=PT$,
$$PTPT\,x=P(PT)T\,x=P^2T^2x=T^2x=-x.$$

```lean
variable {T : V →ₛₗ[starRingEnd ℂ] V} {P : V →ₗ[ℂ] V} {H : K → V →ₗ[ℂ] V}

/-- The combined operation `PT` squares to `-1`. -/
theorem partner_sq (h : IsPTSymmetric T P H) (x : V) :
    partner T P (partner T P x) = -x := by
  change P (T (P (T x))) = -x
  rw [← h.comm (T x), h.P_sq, h.T_sq]
```

The rewrite with `h.comm (T x)`, read from right to left, exchanges the middle $T$ and $P$. The two squares then finish the calculation.

## (b) Inner products under Θ

**Task.** Show that for all $x,y\in V$
$$\langle\Theta x,\Theta y\rangle=\langle y,x\rangle.$$

**Solution.** Inversion preserves inner products and time reversal exchanges the slots:
$$\langle PTx,PTy\rangle=\langle Tx,Ty\rangle=\langle y,x\rangle.$$
With $y=x$ this shows that a normalised state has a normalised image.

```lean
/-- The combined operation `PT` is antiunitary: it exchanges the two slots of the inner product. -/
theorem partner_inner (h : IsPTSymmetric T P H) (x y : V) :
    inner ℂ (partner T P x) (partner T P y) = inner ℂ y x := by
  change inner ℂ (P (T x)) (P (T y)) = inner ℂ y x
  rw [h.P_unitary, h.T_antiunitary]
```

The two rewrites are the two equalities above, in the same order.

## (c) The overlap of a state with its image

**Task.** Show that for every $x\in V$
$$\langle x,\Theta x\rangle=0.$$

**Solution.** Use (b) with $\Theta x$ in the first slot and $x$ in the second, then (a):
$$\langle x,\Theta x\rangle=\langle\Theta\Theta x,\Theta x\rangle=-\langle x,\Theta x\rangle.$$
A number equal to its own negative is zero.

```lean
/-- Every state is orthogonal to its image under `PT`. -/
theorem partner_orthogonal (h : IsPTSymmetric T P H) (x : V) :
    inner ℂ x (partner T P x) = 0 := by
  -- antiunitarity and the square `-1` make the overlap equal to its own negative
  have h1 := partner_inner h (partner T P x) x
  rw [partner_sq h, inner_neg_left] at h1
  linear_combination (-1 / 2 : ℂ) * h1
```

Here `h1` becomes the equation $-\langle x,\Theta x\rangle=\langle x,\Theta x\rangle$, and `linear_combination` solves it by multiplying with $-\tfrac12$. The argument uses only the properties of $T$ and $P$, so $x$ need not be an eigenvector.

## (d) Moving Θ through the Hamiltonian

**Task.** Let $H(k)x=Ex$ with $E$ complex. Show that
$$H(k)\,\Theta x=\bar E\,\Theta x.$$

**Solution.** Each symmetry reverses the momentum once:
$$\Theta H(k)x=P\,T H(k)x=P\,H(-k)\,Tx=H(k)\,PTx=H(k)\,\Theta x.$$
The left side is also $\Theta(Ex)=\bar E\,\Theta x$, because $\Theta$ is conjugate-linear.

```lean
/-- `PT` sends a solution of the eigenvalue equation at momentum `k` to a solution at the same `k`
with the complex conjugate eigenvalue. -/
theorem partner_eigen (h : IsPTSymmetric T P H) {k : K} {x : V} {E : ℂ}
    (hx : H k x = E • x) : H k (partner T P x) = conj E • partner T P x := by
  -- the momentum is reversed twice
  have h1 : partner T P (H k x) = H k (partner T P x) := by
    change P (T (H k x)) = H k (P (T x))
    rw [h.T_bloch, h.P_bloch, neg_neg]
  rw [← h1, hx, LinearMap.map_smulₛₗ]
```

The first chain is `h1`, where `neg_neg` restores the momentum to $k$. The last rewrite, `LinearMap.map_smulₛₗ`, takes the scalar through $\Theta$ and conjugates it.

The conjugate matters for non-Hermitian operators. On $\mathbb C^2$ with $T(a,b)=(-\bar b,\bar a)$ and $P=1$, the constant family $H(k)=\mathrm{diag}(i,-i)$ has both symmetries, and $\Theta$ exchanges the eigenvalues $i$ and $-i$.

## (e) The Kramers pair at one momentum

**Task.** Let $x\neq0$ and $H(k)x=Ex$ with $E$ real. Show that
$$PTx\neq0,\qquad H(k)PTx=E\,PTx,\qquad\langle x,PTx\rangle=0.$$

**Solution.** If $PTx=\Theta x$ were zero, then $-x=\Theta\Theta x=\Theta0=0$, against $x\ne0$. The eigenvalue equation is (d) with $\bar E=E$, and the orthogonality is (c).

```lean
/-- Kramers degeneracy of Bloch bands: an eigenvector `x` of `H k` with real energy `E` has a
nonzero partner `PTx` at the same momentum and energy, orthogonal to `x`. -/
theorem kramers_pair (h : IsPTSymmetric T P H) {k : K} {x : V} {E : ℝ}
    (hx0 : x ≠ 0) (hx : H k x = (E : ℂ) • x) :
    P (T x) ≠ 0 ∧ H k (P (T x)) = (E : ℂ) • P (T x) ∧ inner ℂ x (P (T x)) = 0 := by
  refine ⟨fun h0 => hx0 ?_, ?_, partner_orthogonal h x⟩
  · have h1 := partner_sq h x
    change partner T P (P (T x)) = -x at h1
    rw [h0, map_zero] at h1
    exact neg_eq_zero.mp h1.symm
  · have h1 := partner_eigen h hx
    rw [Complex.conj_ofReal] at h1
    exact h1
```

The energy has type `ℝ` and enters the eigenvalue equation as `(E : ℂ)`; `Complex.conj_ofReal` removes the conjugation. The `refine` line supplies the orthogonality directly from (c); the two bullets then prove that $PTx$ is nonzero and that it satisfies the eigenvalue equation.

Without inversion symmetry of the Hamiltonian the pair can split. Keep $T(a,b)=(-\bar b,\bar a)$ and $P=1$ on $\mathbb C^2$, and take
$$H(k)=\sin k\begin{pmatrix}1&0\\0&-1\end{pmatrix}.$$
Time reversal still gives $TH(k)=H(-k)T$, but $PH(k)=H(-k)P$ fails. At $k=\pi/2$ the levels are $1$ and $-1$, each non-degenerate. The state $(1,0)$ has energy $1$, while its image $(0,1)$ has energy $-1$ at this momentum and energy $1$ at $-k$. This is the spin splitting that spin-orbit coupling can produce in a crystal without an inversion centre.

## (f) Which dimensions admit a conjugate-linear map with square −1

**Task.** Let $W$ be a complex space of finite dimension $n$, and let $J:W\to W$ be conjugate-linear with $J^2=-1$. Find a matrix $M$ for which
$$|\det M|^2=(-1)^n,$$
and conclude that $n$ is even.

**Solution.** Choose a basis $b_j$ and define $M$ by $Jb_j=\sum_l M_{lj}b_l$. Applying $J$ again conjugates the coefficients:
$$J^2b_j=\sum_l\overline{M_{lj}}\,Jb_l=\sum_i\Big(\sum_l M_{il}\overline{M_{lj}}\Big)b_i.$$
Since $J^2b_j=-b_j$, this says $M\overline M=-1$, where $\overline M$ is the entrywise conjugate. Taking determinants gives
$$\det M\;\overline{\det M}=\det(-1)=(-1)^n.$$
The left side is $|\det M|^2\ge0$, so $n$ cannot be odd. For $n=1$ this is the computation with $c$ at the start.

```lean
/-- A finite-dimensional complex space carrying a conjugate-linear map that squares to `-1` has
even dimension. -/
theorem even_finrank_of_sq_neg {W : Type*} [AddCommGroup W] [Module ℂ W]
    [FiniteDimensional ℂ W] (J : W →ₛₗ[starRingEnd ℂ] W) (hJ : ∀ w, J (J w) = -w) :
    Even (Module.finrank ℂ W) := by
  have b := Module.finBasis ℂ W
  let M : Matrix (Fin (Module.finrank ℂ W)) (Fin (Module.finrank ℂ W)) ℂ :=
    Matrix.of fun i j => b.repr (J (b j)) i
  -- in a basis, the square of `J` is `M` times its entrywise conjugate
  have hM : M * M.map (starRingEnd ℂ) = -1 := by
    ext i j
    have h1 : J (b j) = ∑ l, M l j • b l := (b.sum_repr (J (b j))).symm
    have h2 : b.repr (J (J (b j))) i = ∑ l, conj (M l j) * M i l := by
      change b.coord i (J (J (b j))) = _
      rw [h1, map_sum, map_sum]
      refine Finset.sum_congr rfl fun l _ => ?_
      rw [LinearMap.map_smulₛₗ, map_smul]
      rfl
    have h3 : ∑ l, M i l * M.map (starRingEnd ℂ) l j = ∑ l, conj (M l j) * M i l :=
      Finset.sum_congr rfl fun l _ => mul_comm _ _
    rw [Matrix.mul_apply, h3, ← h2, hJ, map_neg, b.repr_self]
    by_cases hij : i = j
    · subst hij
      simp
    · simp [hij]
  -- the determinant gives `|det M|² = (-1)ⁿ`
  have hc : (M.map (starRingEnd ℂ)).det = conj M.det := ((starRingEnd ℂ).map_det M).symm
  have hdet := congrArg Matrix.det hM
  rw [Matrix.det_mul, hc, Complex.mul_conj, Matrix.det_neg, Matrix.det_one, mul_one,
    Fintype.card_fin] at hdet
  by_contra hodd
  rw [Nat.not_even_iff_odd] at hodd
  rw [hodd.neg_one_pow] at hdet
  have h4 : Complex.normSq M.det = -1 := by exact_mod_cast hdet
  linarith [Complex.normSq_nonneg M.det]
```

The statement needs no inner product on `W`; its dimension is `Module.finrank ℂ W`. The matrix identity is `hM`, proved entry by entry: `h1` expands $Jb_j$, and `h2` reads off the $i$-th coefficient of $J^2b_j$. The determinant equation is `hdet`. Assuming $n$ odd turns it into `h4`, which says that a squared modulus equals $-1$, and `linarith` closes the contradiction.

## (g) The degeneracy of an energy level

**Task.** Let $V$ be finite-dimensional. Show that for every $k$ and every real $E$
$$\dim\ker\big(H(k)-E\big)\ \text{is even}.$$

**Solution.** Let $w$ lie in this kernel, so $H(k)w=Ew$. By (d) and $\bar E=E$, also $H(k)\Theta w=E\,\Theta w$, so $\Theta$ maps the kernel into itself. Restricted to the kernel, it is conjugate-linear and squares to $-1$ by (a). Part (f) applies. If $E$ is not an eigenvalue, the dimension is zero.

```lean
/-- For finitely many bands, the eigenspace of `H k` at any real energy has even dimension. -/
theorem even_degeneracy [FiniteDimensional ℂ V] (h : IsPTSymmetric T P H) (k : K) (E : ℝ) :
    Even (Module.finrank ℂ (Module.End.eigenspace (H k) (E : ℂ))) := by
  have key : ∀ w ∈ Module.End.eigenspace (H k) (E : ℂ),
      partner T P w ∈ Module.End.eigenspace (H k) (E : ℂ) := by
    intro w hw
    have h1 := partner_eigen h (Module.End.mem_eigenspace_iff.mp hw)
    rw [Complex.conj_ofReal] at h1
    exact Module.End.mem_eigenspace_iff.mpr h1
  -- restrict `PT` to the energy level
  let J : Module.End.eigenspace (H k) (E : ℂ) →ₛₗ[starRingEnd ℂ]
      Module.End.eigenspace (H k) (E : ℂ) :=
    { toFun := fun w => ⟨partner T P w, key w w.2⟩
      map_add' := fun a b => Subtype.ext (map_add (partner T P) (a : V) (b : V))
      map_smul' := fun c a => Subtype.ext (LinearMap.map_smulₛₗ (partner T P) c (a : V)) }
  exact even_finrank_of_sq_neg J fun w => Subtype.ext (partner_sq h (w : V))
```

The kernel is `Module.End.eigenspace (H k) (E : ℂ)`. The invariance is `key`, the restricted map is `J`, and the last line hands it to (f). The dimension counts independent eigenvectors; for a Hermitian $H(k)$ this is the usual degeneracy.

For a non-interacting band calculation in a finite basis with these symmetries and a Hermitian $H(k)$, it follows that keeping an odd number of the lowest states at some $k$ always cuts through a degenerate level.

## (h) A four-band chain with both symmetries

Take two orbitals, $a$ even and $b$ odd under inversion, each with two spin states. The amplitudes $x_0,x_1,x_2,x_3$ belong to $a{\uparrow},a{\downarrow},b{\uparrow},b{\downarrow}$. Time reversal acts on each spin doublet as in the two-component example:

```lean
/-- Time reversal for two orbitals with spin one half, in the order `a↑, a↓, b↑, b↓`. -/
def spinT : EuclideanSpace ℂ (Fin 4) →ₛₗ[starRingEnd ℂ] EuclideanSpace ℂ (Fin 4) where
  toFun x := !₂[-conj (x 1), conj (x 0), -conj (x 3), conj (x 2)]
  map_add' x y := by ext i; fin_cases i <;> simp <;> ring
  map_smul' c x := by ext i; fin_cases i <;> simp
```

Inversion changes the sign of the odd orbital:

```lean
/-- Inversion for an even orbital `a` and an odd orbital `b`. -/
def orbitalP : EuclideanSpace ℂ (Fin 4) →ₗ[ℂ] EuclideanSpace ℂ (Fin 4) where
  toFun x := !₂[x 0, x 1, -x 2, -x 3]
  map_add' x y := by ext i; fin_cases i <;> simp <;> ring
  map_smul' c x := by ext i; fin_cases i <;> simp
```

The Hamiltonian has orbital energies $\pm m$ and a spin-dependent coupling $s$, with $m$ and $s$ real:

```lean
/-- Four-band Hamiltonian with orbital energies `m` and `-m` and a coupling of the orbitals
that is `s` for spin up and `-s` for spin down. -/
def fourBand (m s : ℝ) : EuclideanSpace ℂ (Fin 4) →ₗ[ℂ] EuclideanSpace ℂ (Fin 4) where
  toFun x := !₂[m * x 0 + s * x 2, m * x 1 - s * x 3, s * x 0 - m * x 2, -s * x 1 - m * x 3]
  map_add' x y := by ext i; fin_cases i <;> simp <;> ring
  map_smul' c x := by ext i; fin_cases i <;> simp <;> ring
```

**Task.** Write $H_s$ for this operator and set $H(k)=H_{\sin k}$ for real $k$. Show that $T$, $P$ and $H(k)$ meet all the conditions of `IsPTSymmetric`, in particular
$$TH_s=H_{-s}T,\qquad PH_s=H_{-s}P.$$

**Solution.** From $Tx=(-\bar x_1,\bar x_0,-\bar x_3,\bar x_2)$ one reads off $T^2x=-x$ and
$$\langle Tx,Ty\rangle=x_1\bar y_1+x_0\bar y_0+x_3\bar y_3+x_2\bar y_2=\langle y,x\rangle.$$
Inversion is diagonal with entries $1,1,-1,-1$, so it is unitary and squares to $1$. Both $PTx$ and $TPx$ equal $(-\bar x_1,\bar x_0,\bar x_3,-\bar x_2)$.

For the Hamiltonian,
$$H_sx=(mx_0+sx_2,\;mx_1-sx_3,\;sx_0-mx_2,\;-sx_1-mx_3).$$
Applying $T$ to this vector, or $H_{-s}$ to $Tx$, gives in both cases
$$(-m\bar x_1+s\bar x_3,\;m\bar x_0+s\bar x_2,\;s\bar x_1+m\bar x_3,\;s\bar x_0-m\bar x_2).$$
Likewise $PH_sx$ and $H_{-s}Px$ both equal
$$(mx_0+sx_2,\;mx_1-sx_3,\;-sx_0+mx_2,\;sx_1+mx_3).$$
Finally, $\sin(-k)=-\sin k$ turns $s\to-s$ into $k\to-k$.

```lean
/-- The four-band chain with orbital coupling `sin k` has all the symmetries required of
a Bloch family in `IsPTSymmetric`. -/
theorem isPTSymmetric_witness (m : ℝ) :
    IsPTSymmetric spinT orbitalP (fun k : ℝ => fourBand m (Real.sin k)) where
  T_antiunitary x y := by
    simp [spinT, PiLp.inner_apply, Fin.sum_univ_four]
    ring
  T_sq x := by ext i; fin_cases i <;> simp [spinT]
  P_unitary x y := by simp [orbitalP, PiLp.inner_apply, Fin.sum_univ_four]
  P_sq x := by ext i; fin_cases i <;> simp [orbitalP]
  comm x := by ext i; fin_cases i <;> simp [spinT, orbitalP]
  T_bloch k x := by
    change spinT (fourBand m (Real.sin k) x) = fourBand m (Real.sin (-k)) (spinT x)
    rw [Real.sin_neg]
    generalize Real.sin k = s
    ext i
    fin_cases i <;> simp [spinT, fourBand] <;> ring
  P_bloch k x := by
    change orbitalP (fourBand m (Real.sin k) x) = fourBand m (Real.sin (-k)) (orbitalP x)
    rw [Real.sin_neg]
    generalize Real.sin k = s
    ext i
    fin_cases i <;> simp [orbitalP, fourBand] <;> ring

end KramersBloch
```

Each field of the structure is one of these checks. The steps `ext i` and `fin_cases i` compare vectors component by component, and `Real.sin_neg` supplies the sign of the coupling. Parts (e) and (g) therefore apply to this chain for every real $m$.

The pairing is visible by hand: a spin-up state $(u,0,v,0)$ has the spin-down partner $(0,\bar u,0,-\bar v)$, and the energies are $\pm\sqrt{m^2+\sin^2k}$.

```lean
#print axioms KramersBloch.kramers_pair
#print axioms KramersBloch.even_degeneracy
```

```
'KramersBloch.kramers_pair' depends on axioms: [propext, Classical.choice, Quot.sound]
'KramersBloch.even_degeneracy' depends on axioms: [propext, Classical.choice, Quot.sound]
```
